# Operator norm and normality of (u + i v)·σ for real 3-vectors u and v

Take u along x and v along y, both of length 1. The matrix σx + i σy is twice the spin raising operator Sx + i Sy in units with ħ = 1:

M = [[0, 2], [0, 0]]

Both its eigenvalues are 0, yet it sends spin down to a vector of length 2, so its operator norm is 2. The products with the adjoint are

M†M = [[0, 0], [0, 4]] = 2 I − 2 σz

M M† = [[4, 0], [0, 0]] = 2 I + 2 σz

They differ in the sign of a spin term along z, the direction of u × v. That term decides whether M commutes with M† and, together with u·u + v·v, fixes the norm. The problems below treat general real u and v.

A matrix of this kind is the traceless part of a non-Hermitian Hamiltonian for a single two-level system, for instance one with gain and loss. Its norm bounds how fast that part can change the state vector: if iħ dψ/dt = Mψ, the length of dψ/dt is at most ‖M‖/ħ times the length of ψ.

## Matrices, vectors and norms

The norm ‖A‖ is the largest length of Aψ over unit vectors ψ in ℂ². In Lean, a matrix has this norm only because the scope `Matrix.Norms.L2Operator` is opened.

```lean
import Mathlib

open Matrix Complex
open scoped Matrix.Norms.L2Operator

namespace ComplexPauliVectorNorm

noncomputable section
```

Components are numbered 0, 1, 2 for x, y, z, and the Pauli matrices carry no factor ħ/2. In the formulas of the text I is the identity matrix; in the Lean terms `I` is the imaginary unit and the identity matrix is `1`.

```lean
/-- The three Pauli matrices. -/
def pauli : Fin 3 → Matrix (Fin 2) (Fin 2) ℂ :=
  ![!![0, 1; 1, 0], !![0, -I; I, 0], !![1, 0; 0, -1]]
```

For a complex vector a, the matrix a·σ is the sum of a_k σ_k, with no conjugation of the coefficients.

```lean
/-- The matrix `a.σ` for a complex 3-vector `a`. -/
def pauliDot (a : Fin 3 → ℂ) : Matrix (Fin 2) (Fin 2) ℂ := ∑ k, a k • pauli k
```

Two special cases get names: `realSpin w` is w·σ for real w, and `complexSpin u v` is M = (u + i v)·σ.

```lean
/-- The matrix `w.σ` for a real 3-vector `w`. -/
def realSpin (w : Fin 3 → ℝ) : Matrix (Fin 2) (Fin 2) ℂ := pauliDot fun k => (w k : ℂ)

/-- The matrix `(u + i v).σ` for real 3-vectors `u` and `v`. -/
def complexSpin (u v : Fin 3 → ℝ) : Matrix (Fin 2) (Fin 2) ℂ :=
  pauliDot fun k => (u k : ℂ) + I * (v k : ℂ)
```

The length |w| is defined separately as `len`. Writing `‖w‖` for `w : Fin 3 → ℝ` would be a mistake, since Mathlib's norm on that type is the largest absolute value of a component.

```lean
/-- The Euclidean length of a real 3-vector. -/
def len (w : Fin 3 → ℝ) : ℝ := √(w ⬝ᵥ w)
```

## (a) The entries of a·σ

Show that, for complex a,

a·σ = [[a₂, a₀ − i a₁], [a₀ + i a₁, −a₂]]

**Solution.** σ₂ puts a₂ and −a₂ on the diagonal. Off the diagonal, σ₀ contributes a₀ twice, while σ₁ contributes −i a₁ above and i a₁ below. Lean writes out the sum and compares the four entries.

```lean
/-- The entries of `a.σ` in the basis of spin up and spin down along z. -/
theorem pauliDot_eq (a : Fin 3 → ℂ) :
    pauliDot a = !![a 2, a 0 - I * a 1; a 0 + I * a 1, -a 2] := by
  rw [pauliDot, Fin.sum_univ_three]
  ext i j
  fin_cases i <;> fin_cases j <;> simp [pauli] <;> ring
```

## (b) Length and dot product

Show that, for real w,

|w|² = w·w

**Solution.** The sum w·w = w₀² + w₁² + w₂² is non-negative, so squaring its square root returns it. `Real.sq_sqrt` asks for exactly this non-negativity, which `nlinarith` supplies from the three squares.

```lean
/-- The squared length of a real vector is its dot product with itself. -/
theorem len_sq (w : Fin 3 → ℝ) : len w ^ 2 = w ⬝ᵥ w := by
  apply Real.sq_sqrt
  simp only [dotProduct, Fin.sum_univ_three]
  nlinarith [mul_self_nonneg (w 0), mul_self_nonneg (w 1), mul_self_nonneg (w 2)]
```

## (c) The two products with the adjoint

Show that

M†M = (u·u + v·v) I − 2 (u × v)·σ

M M† = (u·u + v·v) I + 2 (u × v)·σ

**Solution.** Each Pauli matrix squares to I, and σ₀σ₁ = i σ₂ with its cyclic permutations, the sign changing when the factors are exchanged. Hence, for complex a and b, with dot and cross products taken without complex conjugation,

(a·σ)(b·σ) = (a·b) I + i (a × b)·σ

The Pauli matrices are Hermitian, so M† = (u − i v)·σ. With a = u − i v and b = u + i v,

a·b = u·u + v·v + i (u·v − v·u) = u·u + v·v

a × b = i (u × v) − i (v × u) = 2i (u × v)

The factor i · 2i = −2 gives the first product. Exchanging a and b reverses the cross product and gives the second. The cross-product term is there because the adjoint changes the sign of i v: without that change the product is M², which is a multiple of I and has no such term.

Lean takes the entries from (a) and checks real and imaginary parts one by one with `ring`.

```lean
/-- The two products of `M = (u + i v).σ` with its adjoint are
`M†M = (u.u + v.v) I - 2 (u × v).σ` and `MM† = (u.u + v.v) I + 2 (u × v).σ`. -/
theorem adjoint_products (u v : Fin 3 → ℝ) :
    (complexSpin u v)ᴴ * complexSpin u v =
        ((u ⬝ᵥ u + v ⬝ᵥ v : ℝ) : ℂ) • 1 - (2 : ℂ) • realSpin (u ⨯₃ v) ∧
      complexSpin u v * (complexSpin u v)ᴴ =
        ((u ⬝ᵥ u + v ⬝ᵥ v : ℝ) : ℂ) • 1 + (2 : ℂ) • realSpin (u ⨯₃ v) := by
  rw [complexSpin, realSpin, pauliDot_eq, pauliDot_eq]
  constructor <;> ext i j <;> fin_cases i <;> fin_cases j <;> apply Complex.ext <;>
    simp [Matrix.mul_apply, Fin.sum_univ_two, Fin.sum_univ_three, dotProduct, cross_apply] <;>
    ring
```

## (d) The square of a real spin matrix

Show that, for real w,

(w·σ)² = |w|² I

**Solution.** Put a = b = w in the product formula of (c). The cross product w × w vanishes and w·w = |w|² remains. Lean again compares entries, after replacing |w|² by w·w.

```lean
/-- For real `w`, the square of `w.σ` is the squared length of `w` times the identity. -/
theorem realSpin_sq (w : Fin 3 → ℝ) :
    realSpin w * realSpin w = ((len w ^ 2 : ℝ) : ℂ) • 1 := by
  rw [len_sq, realSpin, pauliDot_eq]
  ext i j
  fin_cases i <;> fin_cases j <;> apply Complex.ext <;>
    simp [Matrix.mul_apply, Fin.sum_univ_two, Fin.sum_univ_three, dotProduct] <;> ring
```

## (e) The norm of a real spin matrix

Show that, for real w,

‖w·σ‖ = |w|

**Solution.** The operator norm obeys the C*-identity ‖A‖² = ‖A†A‖. Since w·σ is Hermitian, (d) gives

‖w·σ‖² = ‖(w·σ)²‖ = ‖ |w|² I ‖ = |w|²

Both ‖w·σ‖ and |w| are non-negative, so they agree. In the code `hadj` is the Hermiticity, `h` is the displayed chain, and the last line takes the root.

```lean
/-- For real `w`, the operator norm of `w.σ` is the length of `w`. -/
theorem norm_realSpin (w : Fin 3 → ℝ) : ‖realSpin w‖ = len w := by
  have hadj : (realSpin w)ᴴ = realSpin w := by
    rw [realSpin, pauliDot_eq]
    ext i j
    fin_cases i <;> fin_cases j <;> apply Complex.ext <;> simp
  have h1 : ‖(1 : Matrix (Fin 2) (Fin 2) ℂ)‖ = 1 := CStarRing.norm_one
  -- the C*-identity turns the norm into that of a multiple of the identity
  have h : ‖realSpin w‖ ^ 2 = len w ^ 2 := by
    rw [sq ‖realSpin w‖, ← Matrix.l2_opNorm_conjTranspose_mul_self, hadj, realSpin_sq,
      norm_smul, h1, mul_one, Complex.norm_real, Real.norm_of_nonneg (sq_nonneg _)]
  exact (sq_eq_sq₀ (norm_nonneg _) (Real.sqrt_nonneg _)).1 h
```

## (f) A multiple of the identity minus a spin term

Show that, for real s ≥ 0 and real w,

‖s I − 2 w·σ‖ = s + 2|w|

**Solution.** The triangle inequality and (e) give the upper bound s + 2|w|. For the lower bound, set P = |w| I − w·σ. By (d),

(s I − 2 w·σ) P = s P − 2|w| w·σ + 2|w|² I = (s + 2|w|) P

Taking norms,

(s + 2|w|) ‖P‖ ≤ ‖s I − 2 w·σ‖ ‖P‖

If P ≠ 0, divide by ‖P‖. If P = 0, its trace 2|w| is zero, so w·σ = 0 by (e), and the matrix is s I with norm s.

P is, up to a factor, the projector onto spin antiparallel to w, so its non-zero columns are eigenvectors. Working with P itself spares Lean from choosing one. The eigenvalue equation is `key`, and `by_cases` separates the two cases.

```lean
/-- For `s ≥ 0` and real `w`, the operator norm of `s I - 2 w.σ` is `s + 2 |w|`. -/
theorem norm_shifted_spin (s : ℝ) (hs : 0 ≤ s) (w : Fin 3 → ℝ) :
    ‖(s : ℂ) • (1 : Matrix (Fin 2) (Fin 2) ℂ) - (2 : ℂ) • realSpin w‖ = s + 2 * len w := by
  have h1 : ‖(1 : Matrix (Fin 2) (Fin 2) ℂ)‖ = 1 := CStarRing.norm_one
  have hL : 0 ≤ len w := Real.sqrt_nonneg _
  have hs1 : ‖(s : ℂ) • (1 : Matrix (Fin 2) (Fin 2) ℂ)‖ = s := by
    rw [norm_smul, h1, mul_one, Complex.norm_real, Real.norm_of_nonneg hs]
  apply le_antisymm
  · -- upper bound: triangle inequality
    refine (norm_sub_le _ _).trans (le_of_eq ?_)
    rw [hs1, norm_smul, norm_realSpin, Complex.norm_ofNat]
  · by_cases hP : ((len w : ℂ) • (1 : Matrix (Fin 2) (Fin 2) ℂ) - realSpin w) = 0
    · -- a vanishing P has vanishing trace, which forces w to have length zero
      have ht : Matrix.trace ((len w : ℂ) • (1 : Matrix (Fin 2) (Fin 2) ℂ) - realSpin w)
          = 2 * (len w : ℂ) := by
        rw [Matrix.trace_fin_two, realSpin, pauliDot_eq]
        simp
        ring
      rw [hP, Matrix.trace_zero] at ht
      have h0 : len w = 0 := by
        have h2 : (0 : ℝ) = 2 * len w := by exact_mod_cast ht
        linarith
      have hH : realSpin w = 0 := by
        rw [← norm_eq_zero, norm_realSpin, h0]
      rw [hH, smul_zero, sub_zero, hs1, h0]
      linarith
    · -- otherwise the non-zero columns of P are eigenvectors for s + 2 |w|
      have key : ((s : ℂ) • (1 : Matrix (Fin 2) (Fin 2) ℂ) - (2 : ℂ) • realSpin w) *
          ((len w : ℂ) • 1 - realSpin w) =
          ((s + 2 * len w : ℝ) : ℂ) • ((len w : ℂ) • 1 - realSpin w) := by
        simp only [sub_mul, mul_sub, smul_mul_assoc, mul_smul_comm, one_mul, mul_one,
          realSpin_sq]
        push_cast
        module
      have hle := norm_mul_le
        ((s : ℂ) • (1 : Matrix (Fin 2) (Fin 2) ℂ) - (2 : ℂ) • realSpin w)
        ((len w : ℂ) • 1 - realSpin w)
      rw [key, norm_smul, Complex.norm_real, Real.norm_of_nonneg (by positivity)] at hle
      exact le_of_mul_le_mul_right hle (norm_pos_iff.2 hP)
```

## (g) The norm of (u + i v)·σ

Show that

‖M‖² = u·u + v·v + 2|u × v|

**Solution.** By the C*-identity and (c),

‖M‖² = ‖M†M‖ = ‖(u·u + v·v) I − 2 (u × v)·σ‖

Apply (f) with s = u·u + v·v, which is non-negative, and w = u × v. The Lean proof is the same chain of rewrites, with `hs` for the sign of s.

In NumPy this is `np.linalg.norm(M, 2)**2`. Without the argument 2, a matrix gets the Frobenius norm, whose square is 2(u·u + v·v). The matrix M of the opening does not reveal the slip, because both norms equal 2 there; σx does, with 1 against √2.

```lean
/-- The squared operator norm of `(u + i v).σ` on `ℂ²` is `u.u + v.v + 2 |u × v|`. -/
theorem norm_sq_complexSpin (u v : Fin 3 → ℝ) :
    ‖complexSpin u v‖ ^ 2 = u ⬝ᵥ u + v ⬝ᵥ v + 2 * len (u ⨯₃ v) := by
  have hs : 0 ≤ u ⬝ᵥ u + v ⬝ᵥ v := by
    rw [← len_sq, ← len_sq]
    positivity
  rw [sq, ← Matrix.l2_opNorm_conjTranspose_mul_self, (adjoint_products u v).1,
    norm_shifted_spin _ hs]
```

## (h) When M commutes with its adjoint

Show that

M M† = M†M if and only if u × v = 0

**Solution.** Subtracting the products in (c),

M M† − M†M = 4 (u × v)·σ

By (e) the right-hand side has norm 4|u × v|, which is zero exactly when u × v = 0. So M is normal, and has an orthonormal eigenbasis, exactly when u and v are parallel or antiparallel, or one of them is zero.

In Lean, `h4` is the vanishing of the difference. The norm from (e) then turns a zero matrix into a zero vector, and in the converse direction a zero vector into a zero matrix.

```lean
/-- The matrix `(u + i v).σ` commutes with its adjoint if and only if `u × v = 0`. -/
theorem complexSpin_normal_iff (u v : Fin 3 → ℝ) :
    complexSpin u v * (complexSpin u v)ᴴ = (complexSpin u v)ᴴ * complexSpin u v ↔
      u ⨯₃ v = 0 := by
  rw [(adjoint_products u v).1, (adjoint_products u v).2]
  constructor
  · intro h
    -- the commutator of M and M† is 4 (u × v).σ
    have h4 : (4 : ℂ) • realSpin (u ⨯₃ v) = 0 := by
      linear_combination (norm := module) h
    have hH : realSpin (u ⨯₃ v) = 0 := (smul_eq_zero.1 h4).resolve_left (by norm_num)
    have hl := len_sq (u ⨯₃ v)
    rw [← norm_realSpin, hH, norm_zero] at hl
    exact dotProduct_self_eq_zero.1 (by linarith)
  · intro h
    have hH : realSpin (u ⨯₃ v) = 0 := by
      rw [← norm_eq_zero, norm_realSpin, h]
      simp [len]
    rw [hH, smul_zero, add_zero, sub_zero]
```

## (i) Equality in the triangle inequality

The triangle inequality and (e) bound ‖M‖ by |u| + |v|. Show that

‖M‖ = |u| + |v| if and only if u·v = 0

**Solution.** Both sides of the first equation are non-negative, so compare squares:

‖M‖² = |u|² + |v|² + 2|u × v|

(|u| + |v|)² = |u|² + |v|² + 2|u||v|

They agree exactly when |u × v| = |u||v|. Next,

|u × v|² = u·(v × (u × v)) = u·(u (v·v) − v (u·v)) = |u|²|v|² − (u·v)²

which is Lagrange's identity. Hence |u × v| = |u||v| exactly when u·v = 0. This includes the case where u or v is zero.

Lean proves Lagrange's identity in components as `lag`. In each direction `hl` is the equation |u × v| = |u||v|, and `linear_combination` does the remaining algebra.

```lean
/-- The operator norm of `(u + i v).σ` equals `|u| + |v|` if and only if `u` and `v` are
orthogonal. -/
theorem norm_complexSpin_eq_add_iff (u v : Fin 3 → ℝ) :
    ‖complexSpin u v‖ = len u + len v ↔ u ⬝ᵥ v = 0 := by
  have hM := norm_sq_complexSpin u v
  have hu := len_sq u
  have hv := len_sq v
  have hw := len_sq (u ⨯₃ v)
  have nu : 0 ≤ len u := Real.sqrt_nonneg _
  have nv : 0 ≤ len v := Real.sqrt_nonneg _
  have nw : 0 ≤ len (u ⨯₃ v) := Real.sqrt_nonneg _
  -- Lagrange's identity
  have lag : (u ⨯₃ v) ⬝ᵥ (u ⨯₃ v) = (u ⬝ᵥ u) * (v ⬝ᵥ v) - (u ⬝ᵥ v) ^ 2 := by
    simp [cross_apply, dotProduct, Fin.sum_univ_three]
    ring
  rw [lag, ← hu, ← hv] at hw
  constructor
  · intro h
    rw [h] at hM
    have hl : len (u ⨯₃ v) = len u * len v := by
      linear_combination (-1 / 2 : ℝ) * hM + (1 / 2 : ℝ) * hu + (1 / 2 : ℝ) * hv
    rw [hl] at hw
    have h0 : (u ⬝ᵥ v) ^ 2 = 0 := by linear_combination hw
    exact (pow_eq_zero_iff two_ne_zero).1 h0
  · intro h
    rw [h] at hw
    have hl : len (u ⨯₃ v) = len u * len v :=
      (sq_eq_sq₀ nw (mul_nonneg nu nv)).1 (by linear_combination hw)
    refine (sq_eq_sq₀ (norm_nonneg _) (add_nonneg nu nv)).1 ?_
    linear_combination hM + 2 * hl - hu - hv

end

end ComplexPauliVectorNorm
```

```lean
#print axioms ComplexPauliVectorNorm.norm_realSpin
#print axioms ComplexPauliVectorNorm.complexSpin_normal_iff
#print axioms ComplexPauliVectorNorm.norm_complexSpin_eq_add_iff
```

```
'ComplexPauliVectorNorm.norm_realSpin' depends on axioms: [propext, Classical.choice, Quot.sound]
'ComplexPauliVectorNorm.complexSpin_normal_iff' depends on axioms: [propext, Classical.choice, Quot.sound]
'ComplexPauliVectorNorm.norm_complexSpin_eq_add_iff' depends on axioms: [propext, Classical.choice, Quot.sound]
```
